# Field-free real-time Hartree–Fock: a self-consistent midpoint Fock matrix conserves the energy, a frozen one leaves a drift quadratic in the density change

A simple real-time Hartree–Fock scheme advances the density with a single Fock matrix per step. That matrix can be built directly from the old density, which is known. Building it from the average of the old and new densities instead gives an implicit equation, usually solved by iteration, because the new density is not yet known. For a finite orthonormal basis and a core Hamiltonian that does not change in time, the theorems below give the energy change for both choices, at any step size.

```lean
import Mathlib

open Matrix

namespace RealTimeHartreeFock

noncomputable section
```

In the Lean code that follows, a `theorem` lists its hypotheses in brackets, then its claim after a colon, and then its proof after `:=`. A `def` introduces a named quantity.

## The mean-field model

```lean
/-- A mean-field model: a Hermitian core Hamiltonian `h` and a real-linear two-electron map `G`
that preserves Hermiticity and is self-adjoint for the trace pairing of Hermitian matrices. -/
structure MeanField (n : Type*) [Fintype n] where
  h : Matrix n n ℂ
  G : Matrix n n ℂ →ₗ[ℝ] Matrix n n ℂ
  h_herm : h.IsHermitian
  G_herm : ∀ X, X.IsHermitian → (G X).IsHermitian
  G_symm : ∀ X Y, X.IsHermitian → Y.IsHermitian →
    Matrix.trace (X * G Y) = Matrix.trace (Y * G X)
```

`Matrix n n ℂ` is the type of complex square matrices with rows and columns labelled by a finite set `n`, here the orbitals. A `MeanField` consists of a core Hamiltonian $h$, a two-electron map $G$ and three conditions:

- $h$ is Hermitian.
- $G(X)$ is Hermitian whenever $X$ is.
- $\mathrm{tr}(X\,G(Y))=\mathrm{tr}(Y\,G(X))$ for Hermitian $X$ and $Y$.

The arrow `→ₗ[ℝ]` says that $G$ is linear over real scalars. In Hartree–Fock, $G$ is the Coulomb and exchange part of the Fock matrix. The third condition then expresses that the interaction is unchanged when the two electrons are relabelled. These properties are assumed here and not derived from integrals.

```lean
variable {n : Type*} [Fintype n]

/-- The Fock matrix `F(P) = h + G(P)`. -/
def MeanField.fock (M : MeanField n) (P : Matrix n n ℂ) : Matrix n n ℂ := M.h + M.G P
```

This is the Fock matrix, $F(P)=h+G(P)$, for a density matrix $P$.

```lean
/-- The energy `E(P) = tr(hP) + tr(P G(P))/2`. -/
def MeanField.energy (M : MeanField n) (P : Matrix n n ℂ) : ℂ :=
  Matrix.trace (M.h * P) + Matrix.trace (P * M.G P) / 2
```

The energy is $E(P)=\mathrm{tr}(hP)+\tfrac12\mathrm{tr}(P\,G(P))$, where the factor $\tfrac12$ avoids counting each pair twice. Lean treats it as a complex number. For Hermitian $P$ it is real, since the trace of a product of two Hermitian matrices is real.

## One time step

```lean
/-- One time step of the density matrix, `P ↦ U P U*`. -/
def propagate (U P : Matrix n n ℂ) : Matrix n n ℂ := U * P * Uᴴ
```

A step sends $P$ to $P'=UPU^\dagger$. Lean writes the conjugate transpose $U^\dagger$ as `Uᴴ`.

```lean
/-- A time step `P ↦ U P U*` keeps a Hermitian density matrix Hermitian. -/
theorem propagate_isHermitian (U : Matrix n n ℂ) {P : Matrix n n ℂ} (hP : P.IsHermitian) :
    (propagate U P).IsHermitian := by
  unfold Matrix.IsHermitian propagate
  simp only [Matrix.conjTranspose_mul, Matrix.conjTranspose_conjTranspose, hP.eq, mul_assoc]
```

If $P$ is Hermitian, then so is $P'$, because
$$(UPU^\dagger)^\dagger=UP^\dagger U^\dagger=UPU^\dagger .$$
The `simp only` line carries out this calculation. Neither idempotency nor a particular electron number is required of $P$, here or later.

```lean
variable [DecidableEq n]

/-- If a unitary `U` commutes with `F`, the step `P ↦ U P U*` leaves `tr(F P)` unchanged. -/
theorem trace_mul_propagate {U F : Matrix n n ℂ} (P : Matrix n n ℂ)
    (hU : U ∈ Matrix.unitaryGroup n ℂ) (hc : Commute U F) :
    Matrix.trace (F * propagate U P) = Matrix.trace (F * P) := by
  have h1 : Uᴴ * U = 1 := Matrix.mem_unitaryGroup_iff'.mp hU
  have e : F * (U * P * Uᴴ) = U * (F * P) * Uᴴ := by
    calc F * (U * P * Uᴴ) = (F * U) * P * Uᴴ := by simp only [mul_assoc]
      _ = U * (F * P) * Uᴴ := by rw [← hc.eq]; simp only [mul_assoc]
  rw [propagate, e, Matrix.trace_mul_comm, ← mul_assoc, h1, one_mul]
```

Let $U$ be unitary and commute with a matrix $F$. Then $\mathrm{tr}(FP')=\mathrm{tr}(FP)$:
$$\mathrm{tr}(F\,UPU^\dagger)=\mathrm{tr}(U\,FP\,U^\dagger)=\mathrm{tr}(U^\dagger U\,FP)=\mathrm{tr}(FP).$$
The first equality moves $F$ past $U$ and is the `calc` block. The second is cyclicity of the trace, `Matrix.trace_mul_comm`. The third is unitarity, stored as `h1`.

This trace is not the Hartree–Fock energy, because $F$ itself depends on the density. The next theorem accounts for the difference.

## The drift for an interpolated Fock matrix

```lean
/-- Energy drift of one step: if the unitary `U` commutes with the Fock matrix at
`(1-θ)P + θP'`, where `P' = U P U*` and `P` is Hermitian, then the energy changes by
`(1/2 - θ) tr(D G(D))` with `D = P' - P`. -/
theorem energy_drift (M : MeanField n) (θ : ℝ) {U P : Matrix n n ℂ} (hP : P.IsHermitian)
    (hU : U ∈ Matrix.unitaryGroup n ℂ)
    (hc : Commute U (M.fock ((1 - θ) • P + θ • propagate U P))) :
    M.energy (propagate U P) = M.energy P + (1 / 2 - (θ : ℂ)) *
      Matrix.trace ((propagate U P - P) * M.G (propagate U P - P)) := by
  have k := trace_mul_propagate P hU hc
  have s := M.G_symm P (propagate U P) hP (propagate_isHermitian U hP)
  generalize propagate U P = Q at k s ⊢
  -- expand the conserved trace in the interpolated Fock matrix
  simp only [MeanField.fock, map_add, map_smul, add_mul, Matrix.smul_mul, Matrix.trace_add,
    Matrix.trace_smul, Complex.real_smul, Complex.ofReal_sub, Complex.ofReal_one] at k
  rw [Matrix.trace_mul_comm (M.G P) Q, Matrix.trace_mul_comm (M.G Q) Q,
    Matrix.trace_mul_comm (M.G P) P, Matrix.trace_mul_comm (M.G Q) P] at k
  simp only [MeanField.energy, map_sub, sub_mul, mul_sub, Matrix.trace_sub]
  linear_combination k + (1 / 2) * s
```

Let $\theta$ be any real number, and suppose that $U$ commutes with the Fock matrix at $(1-\theta)P+\theta P'$. With $D=P'-P$, the claim is
$$E(P')=E(P)+\left(\tfrac12-\theta\right)\mathrm{tr}(D\,G(D)).$$

To derive it by hand, abbreviate
$$a=\mathrm{tr}(P\,G(P)),\qquad b=\mathrm{tr}(P'G(P')),\qquad c=\mathrm{tr}(P\,G(P'))=\mathrm{tr}(P'G(P)),$$
where the two forms of $c$ agree by the symmetry of $G$. By linearity, the interpolated Fock matrix is $h+(1-\theta)G(P)+\theta G(P')$. The previous theorem says that its trace with $P'$ equals its trace with $P$:
$$\mathrm{tr}(hP')+(1-\theta)c+\theta b=\mathrm{tr}(hP)+(1-\theta)a+\theta c .$$
Solving for the change in core energy gives
$$\mathrm{tr}(hP')-\mathrm{tr}(hP)=(1-\theta)a-(1-2\theta)c-\theta b .$$
Adding the change in interaction energy, $(b-a)/2$, yields
$$E(P')-E(P)=\left(\tfrac12-\theta\right)(a-2c+b).$$
The last bracket is $\mathrm{tr}(D\,G(D))$ multiplied out.

In the Lean proof, `k` is the conserved trace and `s` is the symmetry relation. The `generalize` line renames $P'$ to `Q`, since its internal form is no longer needed. The `simp only` and `rw` lines expand the traces and put their factors in a common order. Finally, `linear_combination k + (1 / 2) * s` states which combination of the two equations gives the result, and Lean checks the algebra.

```lean
/-- Midpoint rule: if the unitary `U` commutes with the Fock matrix at the average of the
Hermitian density `P` and `P' = U P U*`, the energy is exactly conserved. -/
theorem energy_midpoint (M : MeanField n) {U P : Matrix n n ℂ} (hP : P.IsHermitian)
    (hU : U ∈ Matrix.unitaryGroup n ℂ)
    (hc : Commute U (M.fock ((1 / 2 : ℝ) • (P + propagate U P)))) :
    M.energy (propagate U P) = M.energy P := by
  have e : (1 - 1 / 2 : ℝ) • P + (1 / 2 : ℝ) • propagate U P
      = (1 / 2 : ℝ) • (P + propagate U P) := by module
  have d := energy_drift M (1 / 2) hP hU (by rw [e]; exact hc)
  rw [d]
  push_cast
  ring
```

For $\theta=\tfrac12$ the prefactor vanishes, so $E(P')=E(P)$. The hypothesis `hc` says that $U$ commutes with $F((P+P')/2)$, where $P'$ is the density that this same $U$ produces. A midpoint density predicted by extrapolation does not in general meet this condition. In the proof, `e` identifies the average with the interpolation at $\theta=\tfrac12$.

```lean
/-- Frozen Fock matrix: if the unitary `U` commutes with `F(P)` at the old Hermitian density `P`,
the energy changes by `tr(D G(D))/2` with `D = U P U* - P`. -/
theorem energy_frozen (M : MeanField n) {U P : Matrix n n ℂ} (hP : P.IsHermitian)
    (hU : U ∈ Matrix.unitaryGroup n ℂ) (hc : Commute U (M.fock P)) :
    M.energy (propagate U P) = M.energy P +
      Matrix.trace ((propagate U P - P) * M.G (propagate U P - P)) / 2 := by
  have d := energy_drift M 0 hP hU (by simpa using hc)
  rw [d, Complex.ofReal_zero]
  ring
```

For $\theta=0$ the Fock matrix is frozen at the old density, and
$$E(P')=E(P)+\tfrac12\mathrm{tr}(D\,G(D)).$$
The core Hamiltonian enters this drift only through $D$. The proof substitutes zero into the general formula.

## The exponential propagator

```lean
/-- The propagator `exp(-i dt F)` in atomic units. -/
def propagator (dt : ℝ) (F : Matrix n n ℂ) : Matrix n n ℂ :=
  NormedSpace.exp ((-(Complex.I * (dt : ℂ))) • F)
```

So far $U$ could be any unitary matrix with the right commutation property. This definition supplies the usual one, $U=e^{-i\,dt\,F}$, in atomic units with $\hbar=1$. The symbol `•` denotes multiplication of a matrix by a number.

```lean
/-- The propagator of a Hermitian Fock matrix is unitary. -/
theorem propagator_unitary (dt : ℝ) {F : Matrix n n ℂ} (hF : F.IsHermitian) :
    propagator dt F ∈ Matrix.unitaryGroup n ℂ := by
  rw [Matrix.mem_unitaryGroup_iff', Matrix.star_eq_conjTranspose, propagator,
    ← Matrix.exp_conjTranspose]
  -- the exponent is skew-Hermitian
  have e : ((-(Complex.I * (dt : ℂ))) • F)ᴴ = -((-(Complex.I * (dt : ℂ))) • F) := by
    rw [Matrix.conjTranspose_smul, hF.eq, ← neg_smul]
    congr 1
    simp
  have c := (Commute.refl ((-(Complex.I * (dt : ℂ))) • F)).neg_left
  rw [e, ← Matrix.exp_add_of_commute _ _ c, neg_add_cancel,
    NormedSpace.exp_zero]
```

For Hermitian $F$ this $U$ is unitary. Put $A=-i\,dt\,F$. Then $A^\dagger=i\,dt\,F=-A$, which is the equation `e` in the proof. Since $-A$ commutes with $A$ (`c`), the exponents add:
$$U^\dagger U=e^{-A}e^{A}=e^{0}=1 .$$

```lean
/-- The implicit exponential midpoint rule `P' = U P U*`, `U = exp(-i dt F((P+P')/2))`, conserves
the energy of a Hermitian density matrix for every time step `dt`. -/
theorem energy_exponential_midpoint (M : MeanField n) (dt : ℝ) {P P' : Matrix n n ℂ}
    (hP : P.IsHermitian)
    (hstep : P' = propagate (propagator dt (M.fock ((1 / 2 : ℝ) • (P + P')))) P) :
    M.energy P' = M.energy P := by
  have hQ : P'.IsHermitian := by
    rw [hstep]
    exact propagate_isHermitian _ hP
  have hm : ((1 / 2 : ℝ) • (P + P')).IsHermitian := by
    unfold Matrix.IsHermitian
    rw [Matrix.conjTranspose_smul, Matrix.conjTranspose_add, hP.eq, hQ.eq, star_trivial]
  have hU := propagator_unitary dt (M.h_herm.add (M.G_herm _ hm))
  have hc : Commute (propagator dt (M.fock ((1 / 2 : ℝ) • (P + P'))))
      (M.fock ((1 / 2 : ℝ) • (P + P'))) :=
    (((Commute.refl (M.fock ((1 / 2 : ℝ) • (P + P')))).smul_right _).exp_right).symm
  have r := energy_midpoint M hP hU (by
    change Commute (propagator dt (M.fock ((1 / 2 : ℝ) • (P + P')))) (M.fock ((1 / 2 : ℝ) •
      (P + propagate (propagator dt (M.fock ((1 / 2 : ℝ) • (P + P')))) P)))
    rw [← hstep]
    exact hc)
  exact (congrArg M.energy hstep).trans r
```

The hypothesis `hstep` is the implicit midpoint equation
$$P'=UPU^\dagger,\qquad U=\exp\!\left[-i\,dt\,F\!\left(\tfrac{P+P'}{2}\right)\right],$$
with $P'$ on both sides. Any $P'$ that solves it has the same energy as the Hermitian density $P$, for every real $dt$.

By hand, $P'$ is Hermitian because it results from a step, so the average $(P+P')/2$ is Hermitian as well. Its Fock matrix is then Hermitian, by the first two conditions of the model. Hence $U$ is unitary. It commutes with the Fock matrix because it is an exponential of a multiple of that matrix, and the midpoint theorem applies. The proof establishes these facts as `hQ`, `hm`, `hU` and `hc`. The `rw [← hstep]` line replaces the written-out step by $P'$.

The theorem takes a solution as given; it does not show that one exists or that an iteration finds it. In a simulation the equation is solved to a tolerance, so some drift can remain. Conserved energy also does not guarantee that the density follows the true time evolution accurately.

## Two steps in a two-level model

```lean
/-- A two-level model with core Hamiltonian `diag(2/3, -2/3)` and `G(X) = X`. -/
def twoLevel : MeanField (Fin 2) where
  h := !![2 / 3, 0; 0, -2 / 3]
  G := LinearMap.id
  h_herm := by
    ext i j
    fin_cases i <;> fin_cases j <;> simp [Matrix.conjTranspose_apply]
  G_herm := fun _ hX => hX
  G_symm := fun X Y _ _ => Matrix.trace_mul_comm X Y
```

Here $h=\mathrm{diag}(\tfrac23,-\tfrac23)$ and $G(X)=X$. This $G$ is chosen for easy arithmetic and does not come from a Coulomb interaction. The remaining fields prove the three conditions, the last of them by cyclicity of the trace.

```lean
/-- The density matrix of the equal superposition `(|0⟩ + |1⟩)/√2` of the two levels. -/
def plus : Matrix (Fin 2) (Fin 2) ℂ := !![1 / 2, 1 / 2; 1 / 2, 1 / 2]
```

This is the density matrix of the normalised state $(|0\rangle+|1\rangle)/\sqrt2$, with all four entries equal to $\tfrac12$.

```lean
/-- In the two-level model, `diag(1, -1)` is a midpoint step that changes the density `plus`, and
a reflection that commutes with `F(plus)` is a frozen step that raises the energy by `16/25`. -/
theorem twoLevel_witness :
    (!![1, 0; 0, -1] ∈ Matrix.unitaryGroup (Fin 2) ℂ ∧
      Commute !![1, 0; 0, -1]
        (twoLevel.fock ((1 / 2 : ℝ) • (plus + propagate !![1, 0; 0, -1] plus))) ∧
      propagate !![1, 0; 0, -1] plus ≠ plus) ∧
    (!![4 / 5, 3 / 5; 3 / 5, -4 / 5] ∈ Matrix.unitaryGroup (Fin 2) ℂ ∧
      Commute !![4 / 5, 3 / 5; 3 / 5, -4 / 5] (twoLevel.fock plus) ∧
      twoLevel.energy (propagate !![4 / 5, 3 / 5; 3 / 5, -4 / 5] plus)
        = twoLevel.energy plus + 16 / 25) := by
  -- both step matrices are Hermitian
  have hZ : (!![1, 0; 0, -1] : Matrix (Fin 2) (Fin 2) ℂ)ᴴ = !![1, 0; 0, -1] := by
    ext i j
    fin_cases i <;> fin_cases j <;> simp [Matrix.conjTranspose_apply]
  have a : star (4 / 5 : ℂ) = 4 / 5 := Complex.conj_eq_iff_im.mpr (by simp)
  have b : star (3 / 5 : ℂ) = 3 / 5 := Complex.conj_eq_iff_im.mpr (by simp)
  have c : star (-4 / 5 : ℂ) = -4 / 5 := Complex.conj_eq_iff_im.mpr (by simp)
  have hR : (!![4 / 5, 3 / 5; 3 / 5, -4 / 5] : Matrix (Fin 2) (Fin 2) ℂ)ᴴ
      = !![4 / 5, 3 / 5; 3 / 5, -4 / 5] := by
    ext i j
    fin_cases i <;> fin_cases j
    · exact a
    · exact b
    · exact b
    · exact c
  refine ⟨⟨?_, ?_, ?_⟩, ?_, ?_, ?_⟩
  · rw [Matrix.mem_unitaryGroup_iff]
    ext i j
    fin_cases i <;> fin_cases j <;>
      simp [Matrix.mul_apply, Fin.sum_univ_two, Matrix.star_apply]
  · rw [commute_iff_eq, propagate, hZ]
    ext i j
    fin_cases i <;> fin_cases j <;>
      simp [MeanField.fock, twoLevel, plus, Matrix.mul_apply, Fin.sum_univ_two]
  · intro h
    have h01 := congrFun (congrFun h 0) 1
    norm_num [propagate, plus, Matrix.mul_apply, Fin.sum_univ_two] at h01
  · rw [Matrix.mem_unitaryGroup_iff, Matrix.star_eq_conjTranspose, hR]
    ext i j
    fin_cases i <;> fin_cases j <;>
      simp [Matrix.mul_apply, Fin.sum_univ_two] <;> norm_num
  · rw [commute_iff_eq]
    ext i j
    fin_cases i <;> fin_cases j <;>
      simp [MeanField.fock, twoLevel, plus, Matrix.mul_apply, Fin.sum_univ_two] <;> norm_num
  · rw [propagate, hR]
    simp [MeanField.energy, twoLevel, plus, Matrix.trace_fin_two]
    norm_num

end

end RealTimeHartreeFock
```

The first half concerns $Z=\mathrm{diag}(1,-1)$. It flips the sign of the off-diagonal entries of `plus`, so the density changes. The average of the old and new densities is half the identity, and its Fock matrix $\mathrm{diag}(\tfrac76,-\tfrac16)$ commutes with $Z$. The midpoint theorem therefore applies to a step that does move the density.

The second half concerns the reflection
$$R=\begin{pmatrix}4/5&3/5\\3/5&-4/5\end{pmatrix},\qquad F(\texttt{plus})=\tfrac12\,\mathbf 1+\tfrac56R .$$
The second formula shows that $R$ commutes with the frozen Fock matrix. The new density is
$$R\,\texttt{plus}\,R^\dagger=\frac1{50}\begin{pmatrix}49&-7\\-7&1\end{pmatrix}.$$
Its core energy is $\tfrac23\cdot\tfrac{48}{50}=\tfrac{16}{25}$, whereas that of `plus` is zero. The interaction energy is $\tfrac12$ for both, so the total energy rises by $\tfrac{16}{25}$.

The proof first shows that $Z$ and $R$ are Hermitian (`hZ`, `hR`). It then checks the matrix identities entry by entry, with `fin_cases` running through the indices, and evaluates the energies from the traces.

```lean
#print axioms RealTimeHartreeFock.energy_frozen
-- 'RealTimeHartreeFock.energy_frozen' depends on axioms: [propext, Classical.choice, Quot.sound]
#print axioms RealTimeHartreeFock.energy_exponential_midpoint
-- 'RealTimeHartreeFock.energy_exponential_midpoint' depends on axioms: [propext, Classical.choice, Quot.sound]
```
